# Vibrational pressure and mode Grüneisen parameters for finitely many independent harmonic modes

## Modes, units and thermodynamic functions

Units are \(\hbar = k_B = 1\), so frequency and temperature \(T\) are energies. The modes \(s\) run over a finite type `ι`, and `w s V` is the frequency \(w_s(V)\) at volume \(V\), independent of \(T\).

```lean
import Mathlib

open Real

namespace PhononPressure

noncomputable section

variable {ι : Type*} [Fintype ι]
```

A mode of frequency \(w\) has occupation \(n = 1/(e^{w/T}-1)\), free energy \(f = w/2 + T\log(1-e^{-w/T})\), energy \(E = w(\tfrac12+n)\) and heat capacity \(C = (w/T)^2 e^{w/T}/(e^{w/T}-1)^2\). These are closed formulas; part (a) ties \(f\) to the spectrum, while \(E\) is not derived as a thermal average.

```lean
/-- Bose occupation of a mode of frequency `w` at temperature `T` (units `ħ = k_B = 1`). -/
def bose (T w : ℝ) : ℝ := 1 / (exp (w / T) - 1)

/-- Free energy of one harmonic mode. -/
def modeFreeEnergy (T w : ℝ) : ℝ := w / 2 + T * log (1 - exp (-w / T))

/-- Mean energy `w (1/2 + n)` of one harmonic mode. -/
def modeEnergy (T w : ℝ) : ℝ := w * (1 / 2 + bose T w)

/-- Einstein heat capacity of one harmonic mode. -/
def modeHeatCapacity (T w : ℝ) : ℝ := (w / T) ^ 2 * exp (w / T) / (exp (w / T) - 1) ^ 2
```

A subscript \(s\) denotes evaluation at \(w_s(V)\). The totals \(F=\sum_s f_s\), \(U=\sum_s E_s\), \(C_V=\sum_s C_s\) are sums by definition, which expresses that the modes do not interact. With no modes they vanish, and the results below still hold.

```lean
/-- Vibrational free energy of modes with volume-dependent frequencies `w s V`. -/
def freeEnergy (T : ℝ) (w : ι → ℝ → ℝ) (V : ℝ) : ℝ := ∑ s, modeFreeEnergy T (w s V)

/-- Vibrational energy: the sum of the mode energies. -/
def energy (T : ℝ) (w : ι → ℝ → ℝ) (V : ℝ) : ℝ := ∑ s, modeEnergy T (w s V)

/-- The sum of the mode heat capacities. -/
def heatCapacity (T : ℝ) (w : ι → ℝ → ℝ) (V : ℝ) : ℝ := ∑ s, modeHeatCapacity T (w s V)
```

The Grüneisen parameter is \(g_s=-Vw_s'/w_s\) with \(w_s'=dw_s/dV\), positive for a mode that stiffens under compression. The pressure \(P=-\partial F/\partial V\) is vibrational only, with no static lattice contribution.

```lean
/-- Mode Grüneisen parameter `-V w'(V) / w(V)`. -/
def grueneisen (w : ℝ → ℝ) (V : ℝ) : ℝ := -V * deriv w V / w V

/-- Vibrational pressure `-∂F/∂V` at fixed temperature. -/
def pressure (T : ℝ) (w : ι → ℝ → ℝ) (V : ℝ) : ℝ := -deriv (freeEnergy T w) V
```

The recurring hypotheses are \(T>0\) (`hT`), \(V>0\) (`hV`), \(w_s(V)>0\) (`hw`) and differentiability of each \(w_s\) at \(V\) (`hd`). Positivity excludes zero-frequency and unstable modes. Since `deriv` returns zero for a non-differentiable function, `hd` gives \(g_s\) its meaning. For non-interacting modes on a finite wavevector grid, with the zero-frequency acoustic modes at the zone centre left out and \(V\) the volume of the periodic crystal containing one cell per grid point, parts (d) and (h) give the quasi-harmonic phonon pressure and its temperature slope from frequencies and their volume derivatives.

## (a) Boltzmann sum of one oscillator

For \(T,w>0\), show that the Boltzmann factors of the levels \((k+\tfrac12)w\), \(k=0,1,\dots\), sum to \(e^{-f/T}\).

Put \(q=e^{-w/T}<1\). Then
\[\sum_k e^{-(k+1/2)w/T}=e^{-w/2T}\sum_k q^k=\frac{e^{-w/2T}}{1-q},\qquad -\frac fT=-\frac{w}{2T}-\log(1-q),\]
and exponentiating the second expression gives the first. `HasSum` states convergence to this value; `hterm` factors the terms, `h` sums the geometric series and `hF` splits the exponent.

```lean
/-- The Boltzmann factors of the levels `(k + 1/2) w` sum to `exp (-f / T)`, with `f` the mode
free energy. -/
theorem hasSum_boltzmann {T w : ℝ} (hT : 0 < T) (hw : 0 < w) :
    HasSum (fun k : ℕ => exp (-(((k : ℝ) + 1 / 2) * w) / T))
      (exp (-modeFreeEnergy T w / T)) := by
  have hq : exp (-w / T) < 1 := by
    have h := Real.exp_lt_exp.mpr (div_neg_of_neg_of_pos (neg_lt_zero.mpr hw) hT)
    rwa [Real.exp_zero] at h
  -- geometric series times the zero-point factor
  have h := (hasSum_geometric_of_lt_one (exp_pos _).le hq).mul_left (exp (-(w / 2) / T))
  have hterm : (fun k : ℕ => exp (-(((k : ℝ) + 1 / 2) * w) / T))
      = fun k : ℕ => exp (-(w / 2) / T) * exp (-w / T) ^ k := by
    funext k
    rw [← Real.exp_nat_mul, ← Real.exp_add]
    congr 1
    ring
  have hF : -modeFreeEnergy T w / T = -(w / 2) / T + -log (1 - exp (-w / T)) := by
    have hT' := hT.ne'
    unfold modeFreeEnergy
    generalize log (1 - exp (-w / T)) = L
    field_simp
    ring
  rw [hterm, hF, Real.exp_add, Real.exp_neg, Real.exp_log (sub_pos.mpr hq)]
  exact h
```

## (b) Frequency derivative of the mode free energy

For \(T,w>0\), show that \(\partial f/\partial w=\tfrac12+n\).

\[\frac{\partial f}{\partial w}=\frac12+T\,\frac{e^{-w/T}/T}{1-e^{-w/T}}=\frac12+\frac1{e^{w/T}-1}.\]
The steps `h1`, `h2`, `h3` differentiate the exponential, the logarithm (with nonzero argument by `hne`) and \(f\). The identity `hd`, \(1-e^{-w/T}=(e^{w/T}-1)/e^{w/T}\), supplies the last equality.

```lean
/-- The frequency derivative of the mode free energy is `1/2 + n`. -/
theorem hasDerivAt_modeFreeEnergy {T w : ℝ} (hT : 0 < T) (hw : 0 < w) :
    HasDerivAt (modeFreeEnergy T) (1 / 2 + bose T w) w := by
  have he : 1 < exp (w / T) := by
    have h := Real.exp_lt_exp.mpr (div_pos hw hT)
    rwa [Real.exp_zero] at h
  have hT' := hT.ne'
  have he0 : exp (w / T) ≠ 0 := (exp_pos _).ne'
  have he1 : exp (w / T) - 1 ≠ 0 := (sub_pos.mpr he).ne'
  have hq : exp (-w / T) = (exp (w / T))⁻¹ := by rw [neg_div, Real.exp_neg]
  have hd : 1 - exp (-w / T) = (exp (w / T) - 1) / exp (w / T) := by
    rw [hq, sub_div, div_self he0, one_div]
  have hne : 1 - exp (-w / T) ≠ 0 := by
    rw [hd]
    exact div_ne_zero he1 he0
  have h1 : HasDerivAt (fun x : ℝ => exp (-x / T)) (exp (-w / T) * (-1 / T)) w :=
    ((hasDerivAt_neg' w).div_const T).exp
  have h2 : HasDerivAt (fun x : ℝ => log (1 - exp (-x / T)))
      (-(exp (-w / T) * (-1 / T)) / (1 - exp (-w / T))) w :=
    (h1.const_sub 1).log hne
  have h3 : HasDerivAt (modeFreeEnergy T)
      (1 / 2 + T * (-(exp (-w / T) * (-1 / T)) / (1 - exp (-w / T)))) w :=
    ((hasDerivAt_id' w).div_const 2).fun_add (h2.const_mul T)
  refine h3.congr_deriv ?_
  rw [hd, hq, bose]
  field_simp
```

## (c) Volume derivative of the free energy

Under all four hypotheses, show that \(F\) is differentiable at \(V\) with derivative \(-\frac1V\sum_s g_sE_s\).

The chain rule with (b), followed by \(w_s'=-g_sw_s/V\), gives
\[\frac{\partial F}{\partial V}=\sum_s\left(\tfrac12+n_s\right)w_s'=-\frac1V\sum_s g_sw_s\left(\tfrac12+n_s\right).\]
Here `h1` is the chain rule for each mode, `h2` sums over modes, and `field_simp` makes the substitution term by term, using \(V\ne0\) and \(w_s\neq0\).

```lean
/-- The free energy is differentiable in the volume, with derivative
`-(1/V) ∑ g_s w_s (1/2 + n_s)`. -/
theorem hasDerivAt_freeEnergy {T V : ℝ} {w : ι → ℝ → ℝ} (hT : 0 < T) (hV : 0 < V)
    (hw : ∀ s, 0 < w s V) (hd : ∀ s, DifferentiableAt ℝ (w s) V) :
    HasDerivAt (freeEnergy T w)
      (-(1 / V * ∑ s, grueneisen (w s) V * modeEnergy T (w s V))) V := by
  -- chain rule, mode by mode
  have h1 : ∀ s, HasDerivAt (fun v => modeFreeEnergy T (w s v))
      ((1 / 2 + bose T (w s V)) * deriv (w s) V) V := fun s =>
    (hasDerivAt_modeFreeEnergy hT (hw s)).comp V (hd s).hasDerivAt
  have h2 : HasDerivAt (freeEnergy T w)
      (∑ s, (1 / 2 + bose T (w s V)) * deriv (w s) V) V :=
    HasDerivAt.fun_sum fun s _ => h1 s
  refine h2.congr_deriv ?_
  rw [Finset.mul_sum, ← Finset.sum_neg_distrib]
  refine Finset.sum_congr rfl fun s _ => ?_
  -- trade `w'` for `-g w / V`
  have hV' := hV.ne'
  have hw' := (hw s).ne'
  unfold grueneisen modeEnergy
  field_simp
```

## (d) Vibrational pressure

Under the same hypotheses, show that
\[P=\frac1V\sum_s g_sw_s\left(\frac12+\frac1{e^{w_s/T}-1}\right).\]

This is (c) with the sign reversed, and it includes the zero-point term \(\frac1{2V}\sum_s g_sw_s\). The proof replaces `deriv` by the value from (c) and cancels two minus signs.

```lean
/-- The vibrational pressure is `-∂F/∂V = (1/V) ∑ g_s w_s (1/2 + 1/(exp (w_s/T) - 1))`. -/
theorem pressure_eq {T V : ℝ} {w : ι → ℝ → ℝ} (hT : 0 < T) (hV : 0 < V)
    (hw : ∀ s, 0 < w s V) (hd : ∀ s, DifferentiableAt ℝ (w s) V) :
    pressure T w V = 1 / V * ∑ s, grueneisen (w s) V * modeEnergy T (w s V) := by
  rw [pressure, (hasDerivAt_freeEnergy hT hV hw hd).deriv, neg_neg]
```

## (e) Common Grüneisen parameter

Suppose also that \(g_s=g\) for every \(s\) at volume \(V\), for a real number \(g\) (`hg`). Show that \(PV=gU\).

The assumption says that a small volume change alters all frequencies by the same relative amount, \(dw_s/w_s=-g\,dV/V\); it is postulated, at this volume only. From (d), \(PV=\sum_s g_sE_s=g\sum_sE_s=gU\); Lean cancels \(V\) and compares the sums term by term. This is the vibrational part of the Mie-Grüneisen equation of state, without its static-lattice term; \(U\) includes the zero-point energy, so \(gU/V\) tends to \(\frac{g}{2V}\sum_s w_s\) rather than to zero as \(T\to0\).

```lean
/-- Mie-Grüneisen form: if all modes share the Grüneisen parameter `g` at volume `V`, the
vibrational pressure and energy obey `P V = g U`. -/
theorem mie_grueneisen {T V g : ℝ} {w : ι → ℝ → ℝ} (hT : 0 < T) (hV : 0 < V)
    (hw : ∀ s, 0 < w s V) (hd : ∀ s, DifferentiableAt ℝ (w s) V)
    (hg : ∀ s, grueneisen (w s) V = g) :
    pressure T w V * V = g * energy T w V := by
  rw [pressure_eq hT hV hw hd, energy, mul_right_comm, one_div_mul_cancel hV.ne', one_mul,
    Finset.mul_sum]
  exact Finset.sum_congr rfl fun s _ => by rw [hg s]
```

## (f) Heat capacity of one mode

For \(T,w>0\), show that \(\partial E/\partial T=C\) at fixed \(w\).

Since \(\partial(w/T)/\partial T=-w/T^2\),
\[\frac{\partial n}{\partial T}=\frac{(w/T^2)\,e^{w/T}}{(e^{w/T}-1)^2},\qquad \frac{\partial E}{\partial T}=w\,\frac{\partial n}{\partial T}=C.\]
With \(t\) the temperature variable, `h1` differentiates \(w/t\), `h2` the denominator \(e^{w/t}-1\), and `h3` applies the quotient rule to \(n\).

```lean
/-- The temperature derivative of the mode energy is the Einstein heat capacity. -/
theorem hasDerivAt_modeEnergy {T w : ℝ} (hT : 0 < T) (hw : 0 < w) :
    HasDerivAt (fun t => modeEnergy t w) (modeHeatCapacity T w) T := by
  have he : 1 < exp (w / T) := by
    have h := Real.exp_lt_exp.mpr (div_pos hw hT)
    rwa [Real.exp_zero] at h
  have hT' := hT.ne'
  have he1 : exp (w / T) - 1 ≠ 0 := (sub_pos.mpr he).ne'
  have h1 : HasDerivAt (fun t : ℝ => w / t) (w * -(T ^ 2)⁻¹) T := by
    simpa only [div_eq_mul_inv] using (hasDerivAt_inv hT').const_mul w
  have h2 : HasDerivAt (fun t : ℝ => exp (w / t) - 1) (exp (w / T) * (w * -(T ^ 2)⁻¹)) T :=
    h1.exp.sub_const 1
  have h3 : HasDerivAt (fun t => bose t w)
      ((0 * (exp (w / T) - 1) - 1 * (exp (w / T) * (w * -(T ^ 2)⁻¹))) / (exp (w / T) - 1) ^ 2)
      T := (hasDerivAt_const T (1 : ℝ)).fun_div h2 he1
  refine ((h3.const_add (1 / 2)).const_mul w).congr_deriv ?_
  unfold modeHeatCapacity
  field_simp
  ring
```

## (g) Total heat capacity

For \(T>0\) and positive frequencies, show that \(\partial U/\partial T=C_V\) at fixed volume.

The frequencies do not depend on \(T\), so \(\partial U/\partial T=\sum_s\partial E_s/\partial T=\sum_sC_s\) by (f), which `HasDerivAt.fun_sum` adds up. Neither `hV` nor `hd` enters.

```lean
/-- At fixed volume, `∂U/∂T` is the sum of the mode heat capacities. -/
theorem hasDerivAt_energy {T V : ℝ} {w : ι → ℝ → ℝ} (hT : 0 < T) (hw : ∀ s, 0 < w s V) :
    HasDerivAt (fun t => energy t w V) (heatCapacity T w V) T :=
  HasDerivAt.fun_sum fun s _ => hasDerivAt_modeEnergy hT (hw s)
```

## (h) Temperature derivative of the pressure

Under all four hypotheses, show that \((\partial P/\partial T)_V=\frac1V\sum_s g_sC_s\).

Formula (d) holds at every \(t>0\), hence on a neighbourhood of \(T\), so it may be differentiated. The \(g_s\) are independent of temperature, and (f) gives
\[\frac{\partial}{\partial T}\,\frac1V\sum_s g_sE_s=\frac1V\sum_s g_sC_s.\]
`h1` differentiates the sum, and `congr_of_eventuallyEq` transfers the result to `pressure` through `Ioi_mem_nhds hT`. Relating this slope to thermal expansion requires the bulk modulus of the whole solid, which the model lacks.

```lean
/-- At fixed volume, `∂P/∂T = (1/V) ∑ g_s C_s` with `C_s` the mode heat capacities. -/
theorem hasDerivAt_pressure {T V : ℝ} {w : ι → ℝ → ℝ} (hT : 0 < T) (hV : 0 < V)
    (hw : ∀ s, 0 < w s V) (hd : ∀ s, DifferentiableAt ℝ (w s) V) :
    HasDerivAt (fun t => pressure t w V)
      (1 / V * ∑ s, grueneisen (w s) V * modeHeatCapacity T (w s V)) T := by
  have h1 : HasDerivAt (fun t => ∑ s, grueneisen (w s) V * modeEnergy t (w s V))
      (∑ s, grueneisen (w s) V * modeHeatCapacity T (w s V)) T :=
    HasDerivAt.fun_sum fun s _ => (hasDerivAt_modeEnergy hT (hw s)).const_mul _
  -- the pressure formula holds at all nearby temperatures
  refine (h1.const_mul (1 / V)).congr_of_eventuallyEq ?_
  filter_upwards [Ioi_mem_nhds hT] with t ht
  exact pressure_eq ht hV hw hd
```

## (i) Bounds from the range of Grüneisen parameters

Suppose also that \(a\le g_s\le b\) for all \(s\), with real \(a,b\) of either sign (`ha`, `hb`) enclosing the volume sensitivities of all modes. Show that \(aC_V\le V(\partial P/\partial T)_V\le bC_V\).

Each \(C_s\ge0\), being a square times an exponential over a square (`hC`). Therefore \(aC_s\le g_sC_s\le bC_s\). Summing over \(s\) (`Finset.sum_le_sum`) and inserting \(V(\partial P/\partial T)_V=\sum_s g_sC_s\) from (h) gives both inequalities.

```lean
/-- If all mode Grüneisen parameters lie between `a` and `b`, then `V ∂P/∂T` lies between
`a` and `b` times the total heat capacity. -/
theorem thermal_pressure_bounds {T V a b : ℝ} {w : ι → ℝ → ℝ} (hT : 0 < T) (hV : 0 < V)
    (hw : ∀ s, 0 < w s V) (hd : ∀ s, DifferentiableAt ℝ (w s) V)
    (ha : ∀ s, a ≤ grueneisen (w s) V) (hb : ∀ s, grueneisen (w s) V ≤ b) :
    a * heatCapacity T w V ≤ V * deriv (fun t => pressure t w V) T ∧
      V * deriv (fun t => pressure t w V) T ≤ b * heatCapacity T w V := by
  -- the mode heat capacities are non-negative weights
  have hC : ∀ s, 0 ≤ modeHeatCapacity T (w s V) := fun s =>
    div_nonneg (mul_nonneg (sq_nonneg _) (exp_pos _).le) (sq_nonneg _)
  rw [(hasDerivAt_pressure hT hV hw hd).deriv, ← mul_assoc, mul_one_div_cancel hV.ne', one_mul,
    heatCapacity, Finset.mul_sum, Finset.mul_sum]
  exact ⟨Finset.sum_le_sum fun s _ => mul_le_mul_of_nonneg_right (ha s) (hC s),
    Finset.sum_le_sum fun s _ => mul_le_mul_of_nonneg_right (hb s) (hC s)⟩

end

end PhononPressure
```

```lean
#print axioms PhononPressure.hasSum_boltzmann
#print axioms PhononPressure.mie_grueneisen
#print axioms PhononPressure.hasDerivAt_energy
#print axioms PhononPressure.thermal_pressure_bounds
```

```
'PhononPressure.hasSum_boltzmann' depends on axioms: [propext, Classical.choice, Quot.sound]
'PhononPressure.mie_grueneisen' depends on axioms: [propext, Classical.choice, Quot.sound]
'PhononPressure.hasDerivAt_energy' depends on axioms: [propext, Classical.choice, Quot.sound]
'PhononPressure.thermal_pressure_bounds' depends on axioms: [propext, Classical.choice, Quot.sound]
```
